# With a fixed contact attraction, the plane-wave ground energy in three dimensions falls without bound as the basis grows

Put one particle in a periodic cubic box and keep the plane waves whose integer labels $n=(n_1,n_2,n_3)$ satisfy $|n_i|\le 1$. There are 27 of them. Plane wave $n$ has kinetic energy $|n|^2$, and a contact attraction adds $-g$ to every matrix element. Give every wave the amplitude $1/\sqrt{27}$. The mean kinetic energy is 2, and the attraction contributes $-g\,|27/\sqrt{27}|^2=-27g$, so the lowest eigenvalue is at most $2-27g$.

For $g=0.1$ this is $-0.7$. With $|n_i|\le 2$ there are 125 waves of mean kinetic energy 6, and the bound drops to $6-12.5=-6.5$. The attraction grows with the number of waves, the kinetic cost only with the square of the cutoff.

For a general cutoff $N$, write $D=(2N+1)^3$ and let $E_0(N)$ be the lowest eigenvalue. Then
$$-gD\;\le\;E_0(N)\;\le\;N(N+1)-gD,$$
where the lower bound needs $g\ge 0$. At $N=0$ both sides equal $-g$. For every fixed $g>0$, $E_0(N)\to-\infty$. In this one-particle model, enlarging the plane-wave basis therefore cannot converge the ground energy unless the coupling changes with the cutoff.

## The model and its units

Energies are in units of $\hbar^2(2\pi/L)^2/2m$, for mass $m$ and box length $L$. A potential $-\lambda\,\delta(\mathbf r)$ has the matrix element $-\lambda/L^3$ between any two normalised plane waves, and $g$ is $\lambda/L^3$ in these units.

```lean
import Mathlib

open Matrix Filter Topology
open scoped ComplexOrder

namespace ContactAttraction3D

noncomputable section

/-- Plane waves in a cubic box: integer triples with every component between `-N` and `N`. -/
abbrev PlaneWave (N : ℕ) :=
  ↥(Finset.Icc (-(N : ℤ)) N) × ↥(Finset.Icc (-(N : ℤ)) N) × ↥(Finset.Icc (-(N : ℤ)) N)

/-- The kinetic energy of a plane wave, the squared length of its integer triple. -/
def kinetic {N : ℕ} (n : PlaneWave N) : ℝ :=
  ((n.1 : ℤ) : ℝ) ^ 2 + ((n.2.1 : ℤ) : ℝ) ^ 2 + ((n.2.2 : ℤ) : ℝ) ^ 2

/-- The Hamiltonian with a contact attraction: kinetic energy on the diagonal, and `-g`
added to every matrix element. -/
def hamiltonian (N : ℕ) (g : ℝ) : Matrix (PlaneWave N) (PlaneWave N) ℂ :=
  Matrix.of fun n m => (if n = m then (kinetic n : ℂ) else 0) - (g : ℂ)
```

The set `energies A` contains the real numbers $E$ for which $Ac=Ec$ has a nonzero solution $c$. `groundEnergy N g` is its infimum, shown below to be an eigenvalue. The functional `energy g c` is not divided by the norm of $c$.

```lean
/-- The real eigenvalues of a complex square matrix. -/
def energies {ι : Type*} [Fintype ι] (A : Matrix ι ι ℂ) : Set ℝ :=
  {E | ∃ c : ι → ℂ, c ≠ 0 ∧ A *ᵥ c = (E : ℂ) • c}

/-- The ground energy in the basis with cutoff `N`: the infimum of the eigenvalues. -/
def groundEnergy (N : ℕ) (g : ℝ) : ℝ := sInf (energies (hamiltonian N g))

/-- The energy functional of the coefficients `c`: kinetic energy minus `g` times the squared
modulus of the summed amplitudes. -/
def energy {N : ℕ} (g : ℝ) (c : PlaneWave N → ℂ) : ℝ :=
  ∑ n, kinetic n * ‖c n‖ ^ 2 - g * ‖∑ n, c n‖ ^ 2
```

## A cubic cutoff in three dimensions

The cutoff limits each momentum component separately, so the basis is a cube in momentum space and not a sphere of bounded kinetic energy. By hand, one component takes $2N+1$ values, with
$$\sum_{k=-N}^{N}k^2=\frac{N(N+1)(2N+1)}{3}.$$
Each value of a component occurs in $(2N+1)^2$ triples, and there are three components, so $\sum_n|n|^2=N(N+1)D$. The mean kinetic energy is exactly $N(N+1)$.

In the proof, `sum_mode_sq` is an induction in which raising the cutoff adds the two values $\pm(N+1)$, and `sum_kinetic` combines the components.

The dimension matters to this trial state. In one dimension it would give the upper bound $N(N+1)/3-g(2N+1)$, which tends to $+\infty$ and shows no divergence.

```lean
lemma card_mode (N : ℕ) : Fintype.card ↥(Finset.Icc (-(N : ℤ)) N) = 2 * N + 1 := by
  rw [Fintype.card_coe, Int.card_Icc]
  omega

/-- The basis with cutoff `N` contains `(2N+1)^3` plane waves. -/
theorem card_planeWave (N : ℕ) :
    (Fintype.card (PlaneWave N) : ℝ) = (2 * (N : ℝ) + 1) ^ 3 := by
  rw [Fintype.card_prod, Fintype.card_prod, card_mode]
  push_cast
  ring

lemma sum_mode_sq (N : ℕ) : ∑ k : ↥(Finset.Icc (-(N : ℤ)) N), ((k : ℤ) : ℝ) ^ 2
    = (N : ℝ) * (N + 1) * (2 * N + 1) / 3 := by
  rw [Finset.sum_coe_sort (Finset.Icc (-(N : ℤ)) N) (fun k : ℤ => (k : ℝ) ^ 2)]
  induction N with
  | zero => simp
  | succ N ih =>
    -- raising the cutoff adds the two modes `N+1` and `-(N+1)`
    have hs : Finset.Icc (-((N + 1 : ℕ) : ℤ)) ((N + 1 : ℕ) : ℤ)
        = insert ((N : ℤ) + 1) (insert (-((N : ℤ) + 1)) (Finset.Icc (-(N : ℤ)) N)) := by
      ext k
      simp only [Finset.mem_insert, Finset.mem_Icc]
      omega
    rw [hs, Finset.sum_insert, Finset.sum_insert, ih]
    · push_cast
      ring
    · simp only [Finset.mem_Icc]
      omega
    · simp only [Finset.mem_insert, Finset.mem_Icc]
      omega

/-- The kinetic energies of all plane waves in the basis sum to `N(N+1)` times the
number of plane waves. -/
theorem sum_kinetic (N : ℕ) :
    ∑ n : PlaneWave N, kinetic n = (N : ℝ) * (N + 1) * (2 * N + 1) ^ 3 := by
  simp only [kinetic, Fintype.sum_prod_type, Finset.sum_add_distrib, Finset.sum_const,
    Finset.card_univ, nsmul_eq_mul, ← Finset.mul_sum, Fintype.card_prod, card_mode,
    sum_mode_sq]
  push_cast
  ring
```

## One real coupling between all pairs of waves

Equal matrix elements express zero range: the potential transfers every momentum equally well. They turn the interaction into a single square,
$$\langle c|H|c\rangle=\sum_n|n|^2|c_n|^2-g\sum_{n,m}c_n^*c_m=\sum_n|n|^2|c_n|^2-g\Big|\sum_n c_n\Big|^2 .$$
This is `expectation`.

```lean
lemma norm_expect {N : ℕ} (c : PlaneWave N → ℂ) :
    star c ⬝ᵥ c = ((∑ n, ‖c n‖ ^ 2 : ℝ) : ℂ) := by
  push_cast
  exact Finset.sum_congr rfl fun n _ => Complex.conj_mul' (c n)

/-- The expectation value of the Hamiltonian is the energy functional. -/
theorem expectation {N : ℕ} (g : ℝ) (c : PlaneWave N → ℂ) :
    star c ⬝ᵥ (hamiltonian N g *ᵥ c) = (energy g c : ℂ) := by
  have h : ∀ z : ℂ, star z * z = (‖z‖ : ℂ) ^ 2 := fun z => Complex.conj_mul' z
  have hH : ∀ n, (hamiltonian N g *ᵥ c) n = kinetic n * c n - g * ∑ m, c m := by
    intro n
    simp [hamiltonian, Matrix.mulVec, dotProduct, sub_mul, Finset.sum_sub_distrib,
      ite_mul, Finset.mul_sum]
  have key : ∀ S : ℂ, ∑ n, star (c n) * (kinetic n * c n - g * S)
      = ∑ n, (kinetic n : ℂ) * (star (c n) * c n) - g * ((∑ n, star (c n)) * S) := by
    intro S
    rw [Finset.sum_mul, Finset.mul_sum, ← Finset.sum_sub_distrib]
    exact Finset.sum_congr rfl fun n _ => by ring
  simp only [dotProduct, Pi.star_apply, hH]
  rw [key, ← star_sum, h]
  simp only [h, energy]
  push_cast
  rfl
```

Because $g$ is real, $H$ is Hermitian and has an orthonormal eigenbasis. Expanding $c$ in it with coefficients $a_i$ and eigenvalues $E_i$ gives the variational principle,
$$\langle c|H|c\rangle=\sum_iE_i|a_i|^2\ge E_0\sum_n|c_n|^2 .$$

In Lean, `groundEnergy_isLeast` first secures a lowest eigenvalue: the eigenvalues are roots of the characteristic polynomial, hence finitely many, and the spectral theorem supplies at least one. Then `variational` shifts $H$ by $E_0$. An eigenvalue $\mu$ of $H-E_0$ makes $E_0+\mu$ an eigenvalue of $H$, so $\mu\ge0$, and the shifted matrix is positive semidefinite.

```lean
lemma eigenvalue_mem {ι : Type*} [Fintype ι] [DecidableEq ι] {A : Matrix ι ι ℂ}
    (hA : A.IsHermitian) (i : ι) : hA.eigenvalues i ∈ energies A := by
  refine ⟨(hA.eigenvectorBasis i).ofLp, fun h0 => ?_, ?_⟩
  · apply hA.eigenvectorBasis.orthonormal.ne_zero i
    ext n
    exact congrFun h0 n
  · rw [hA.mulVec_eigenvectorBasis i]
    ext n
    simp only [Pi.smul_apply, smul_eq_mul, Complex.real_smul]

lemma hamiltonian_isHermitian (N : ℕ) (g : ℝ) : (hamiltonian N g).IsHermitian := by
  ext n m
  by_cases h : n = m
  · subst h
    simp [hamiltonian]
  · simp [hamiltonian, h, Ne.symm h]

/-- The ground energy is an eigenvalue of the Hamiltonian, and the lowest one. -/
theorem groundEnergy_isLeast (N : ℕ) (g : ℝ) :
    IsLeast (energies (hamiltonian N g)) (groundEnergy N g) := by
  -- eigenvalues are roots of the characteristic polynomial, hence finitely many
  have hfin : (energies (hamiltonian N g)).Finite := by
    refine ((Polynomial.finite_setOfPred_isRoot
      (hamiltonian N g).charpoly_monic.ne_zero).preimage
      Complex.ofReal_injective.injOn).subset ?_
    rintro E ⟨c, hc, h⟩
    change (hamiltonian N g).charpoly.eval (E : ℂ) = 0
    rw [Matrix.eval_charpoly]
    refine Matrix.exists_mulVec_eq_zero_iff.1 ⟨c, hc, ?_⟩
    rw [Matrix.sub_mulVec, h]
    ext n
    simp [Matrix.scalar_apply]
  let z : ↥(Finset.Icc (-(N : ℤ)) N) := ⟨0, by simp⟩
  have hne : (energies (hamiltonian N g)).Nonempty :=
    ⟨_, eigenvalue_mem (hamiltonian_isHermitian N g) (z, z, z)⟩
  exact ⟨hne.csInf_mem hfin, fun E hE => csInf_le hfin.bddBelow hE⟩

/-- Variational principle: the energy functional of any trial state is at least the ground
energy times the squared norm of the state. -/
theorem variational {N : ℕ} (g : ℝ) (c : PlaneWave N → ℂ) :
    groundEnergy N g * ∑ n, ‖c n‖ ^ 2 ≤ energy g c := by
  have hB : (hamiltonian N g - (groundEnergy N g : ℂ) • 1).IsHermitian :=
    (hamiltonian_isHermitian N g).sub (by
      simp [Matrix.IsHermitian, Matrix.conjTranspose_smul])
  -- the Hamiltonian shifted by its ground energy has no negative eigenvalue
  have hpos := hB.posSemidef_iff_eigenvalues_nonneg.2 (fun i => by
    obtain ⟨v, hv, h⟩ := eigenvalue_mem hB i
    rw [Matrix.sub_mulVec, Matrix.smul_mulVec, Matrix.one_mulVec] at h
    have hmem : groundEnergy N g + hB.eigenvalues i ∈ energies (hamiltonian N g) := by
      refine ⟨v, hv, ?_⟩
      push_cast
      rw [add_smul, ← h]
      abel
    have hle := (groundEnergy_isLeast N g).2 hmem
    change 0 ≤ hB.eigenvalues i
    linarith)
  have h := hpos.dotProduct_mulVec_nonneg c
  rw [Matrix.sub_mulVec, Matrix.smul_mulVec, Matrix.one_mulVec, dotProduct_sub,
    dotProduct_smul, expectation, norm_expect, smul_eq_mul, ← Complex.ofReal_mul,
    ← Complex.ofReal_sub] at h
  have h' := Complex.zero_le_real.1 h
  linarith
```

Two short lemmas prepare the later bounds. An eigenstate's energy functional is its eigenvalue times its squared norm, and discarding the nonnegative kinetic term leaves a lower bound on the functional.

```lean
lemma energy_eigenstate {N : ℕ} {g E : ℝ} {c : PlaneWave N → ℂ}
    (h : hamiltonian N g *ᵥ c = (E : ℂ) • c) : energy g c = E * ∑ n, ‖c n‖ ^ 2 := by
  have h1 := expectation g c
  rw [h, dotProduct_smul, norm_expect, smul_eq_mul, ← Complex.ofReal_mul] at h1
  exact (Complex.ofReal_injective h1).symm

lemma neg_contact_le_energy {N : ℕ} (g : ℝ) (c : PlaneWave N → ℂ) :
    -(g * ‖∑ n, c n‖ ^ 2) ≤ energy g c := by
  have h : 0 ≤ ∑ n, kinetic n * ‖c n‖ ^ 2 :=
    Finset.sum_nonneg fun n _ => by unfold kinetic; positivity
  unfold energy
  linarith
```

The upper bound uses the trial vector $c_n=1$, whose squared norm is $D$; normalised, its amplitudes are $D^{-1/2}$. The variational principle reads $E_0D\le N(N+1)D-gD^2$, and division by $D$ gives the result for every real $g$.

Without equal matrix elements the energy may stay bounded. A potential nowhere below $-V_0$ gives energies of at least $-V_0$ in every plane-wave basis.

```lean
/-- The ground energy is at most `N(N+1) - g(2N+1)^3`. -/
theorem groundEnergy_le (N : ℕ) (g : ℝ) :
    groundEnergy N g ≤ (N : ℝ) * (N + 1) - g * (2 * N + 1) ^ 3 := by
  -- trial state: all plane waves with equal amplitude
  have h := variational g (fun _ : PlaneWave N => (1 : ℂ))
  simp only [energy, norm_one, one_pow, mul_one, sum_kinetic, Finset.sum_const,
    Finset.card_univ, nsmul_eq_mul, Complex.norm_natCast, card_planeWave] at h
  have hD : (0 : ℝ) < (2 * N + 1) ^ 3 := by positivity
  refine le_of_mul_le_mul_right ?_ hD
  linarith
```

## No repulsion: $g\ge0$

This condition admits an attraction or a free particle. It enters the lower bound. For a ground state $c$, dropping the kinetic energy and then applying Cauchy–Schwarz gives
$$E_0\sum_n|c_n|^2\ge-g\Big|\sum_nc_n\Big|^2\ge-gD\sum_n|c_n|^2 .$$
The second inequality multiplies $|\sum_n c_n|^2\le D\sum_n|c_n|^2$ by $-g$, which has the right direction only if $g\ge0$. In `le_groundEnergy`, `hcs` is the Cauchy–Schwarz step and `h4` is the multiplication by $g$.

For $g<0$ and $N\ge1$ the bound is false: the single wave $n=0$ has energy $|g|$, below the claimed minimum $|g|D$.

```lean
/-- For `g ≥ 0` the ground energy is at least `-g(2N+1)^3`. -/
theorem le_groundEnergy (N : ℕ) {g : ℝ} (hg : 0 ≤ g) :
    -(g * (2 * (N : ℝ) + 1) ^ 3) ≤ groundEnergy N g := by
  obtain ⟨c, hc, h⟩ := (groundEnergy_isLeast N g).1
  obtain ⟨k, hk⟩ := Function.ne_iff.1 hc
  have hS : 0 < ∑ n, ‖c n‖ ^ 2 :=
    Finset.sum_pos' (fun n _ => by positivity)
      ⟨k, Finset.mem_univ k, pow_pos (norm_pos_iff.2 hk) 2⟩
  -- Cauchy-Schwarz bounds the contact energy
  have hcs : ‖∑ n, c n‖ ^ 2 ≤ (2 * (N : ℝ) + 1) ^ 3 * ∑ n, ‖c n‖ ^ 2 := by
    have h1 : ‖∑ n, c n‖ ^ 2 ≤ (∑ n, ‖c n‖) ^ 2 :=
      pow_le_pow_left₀ (norm_nonneg _) (norm_sum_le _ _) 2
    have h2 := sq_sum_le_card_mul_sum_sq (s := Finset.univ) (f := fun n => ‖c n‖)
    rw [Finset.card_univ, card_planeWave] at h2
    exact h1.trans h2
  have h3 := neg_contact_le_energy g c
  rw [energy_eigenstate h] at h3
  have h4 := mul_le_mul_of_nonneg_left hcs hg
  refine le_of_mul_le_mul_right ?_ hS
  linarith
```

Dividing both bounds by $D$ squeezes the energy per plane wave:
$$-g\le\frac{E_0(N)}{D}\le-g+\frac{N(N+1)}{D}\le-g+\frac1{N+1}.$$
The last step holds because $(2N+1)^3-N(N+1)^2=7N^3+10N^2+5N+1\ge0$, the polynomial that appears in the proof. Hence $E_0(N)/D\to-g$.

```lean
/-- Cubic law: for `g ≥ 0` the ground energy divided by the number of plane waves tends to `-g`
as the cutoff grows. -/
theorem groundEnergy_cubic_law {g : ℝ} (hg : 0 ≤ g) :
    Tendsto (fun N : ℕ => groundEnergy N g / (2 * (N : ℝ) + 1) ^ 3) atTop (𝓝 (-g)) := by
  have hup : Tendsto (fun N : ℕ => -g + 1 / ((N : ℝ) + 1)) atTop (𝓝 (-g)) := by
    simpa using (tendsto_one_div_add_atTop_nhds_zero_nat (𝕜 := ℝ)).const_add (-g)
  refine tendsto_of_tendsto_of_tendsto_of_le_of_le tendsto_const_nhds hup ?_ ?_
  · intro N
    have hD : (0 : ℝ) < (2 * N + 1) ^ 3 := by positivity
    change -g ≤ groundEnergy N g / (2 * (N : ℝ) + 1) ^ 3
    rw [le_div_iff₀ hD]
    linarith [le_groundEnergy N hg]
  · intro N
    have hD : (0 : ℝ) < (2 * N + 1) ^ 3 := by positivity
    have hN : (0 : ℝ) < (N : ℝ) + 1 := by positivity
    -- the mean kinetic energy divided by the number of plane waves is at most `1/(N+1)`
    have hk : (N : ℝ) * (N + 1) ≤ 1 / ((N : ℝ) + 1) * (2 * N + 1) ^ 3 := by
      rw [one_div_mul_eq_div, le_div_iff₀ hN]
      have : (0 : ℝ) ≤ 7 * (N : ℝ) ^ 3 + 10 * (N : ℝ) ^ 2 + 5 * N + 1 := by positivity
      linarith
    change groundEnergy N g / (2 * (N : ℝ) + 1) ^ 3 ≤ -g + 1 / ((N : ℝ) + 1)
    rw [div_le_iff₀ hD, add_mul]
    linarith [groundEnergy_le N g]
```

## A strictly positive coupling, held fixed

Now $g>0$ means a genuine attraction, however weak, and the same $g$ is used at every cutoff: the coupling is not renormalised. By hand, $E_0(N)=(E_0(N)/D)\,D$ is a factor tending to $-g<0$ times a factor tending to $+\infty$. The Lean proof forms the same product with `neg_mul_atTop`.

For $g\le0$ the matrix is positive semidefinite and the single wave $n=0$ has energy $|g|$, so $0\le E_0(N)\le|g|$ at every cutoff and the ground energy does not diverge. Positivity at each cutoff is not enough either if the coupling may vary: with $g_N=g_0/D$ and $g_0>0$, the lower bound keeps the energy above or at $-g_0$.

```lean
/-- No complete-basis limit: for every attraction strength `g > 0` the ground energy tends to
minus infinity as the plane-wave cutoff grows. -/
theorem groundEnergy_tendsto_atBot {g : ℝ} (hg : 0 < g) :
    Tendsto (fun N : ℕ => groundEnergy N g) atTop atBot := by
  have hD : Tendsto (fun N : ℕ => (2 * (N : ℝ) + 1) ^ 3) atTop atTop := by
    refine tendsto_atTop_mono (fun N => ?_) (tendsto_natCast_atTop_atTop (R := ℝ))
    have : (0 : ℝ) ≤ 8 * (N : ℝ) ^ 3 + 12 * (N : ℝ) ^ 2 + 5 * N + 1 := by positivity
    linarith
  refine ((groundEnergy_cubic_law hg.le).neg_mul_atTop (neg_lt_zero.2 hg) hD).congr ?_
  intro N
  have hN : (2 * (N : ℝ) + 1) ^ 3 ≠ 0 := by positivity
  exact div_mul_cancel₀ _ hN
```

## A normalised ground state

The last theorem concerns the state itself. Its hypotheses are $g>0$, $\sum_n|c_n|^2=1$ (`hnorm`) and $Hc=E_0c$ (`hc`). The weight of $c$ in the uniform state with amplitudes $D^{-1/2}$ is $w=|\sum_nc_n|^2/D$. Since the kinetic energy is nonnegative,
$$-gDw\le E_0\le N(N+1)-gD,\qquad\text{so}\qquad w\ge1-\frac{N(N+1)}{gD}.$$
The proof takes the left inequality from `neg_contact_le_energy` and `energy_eigenstate`, the right one from `groundEnergy_le`, and divides by $gD>0$. For $g=0.1$ and $N=2$ the weight is at least $1-6/12.5=0.52$. At fixed $g>0$ the bound tends to 1 as $N$ grows: the ground state approaches the uniform state, which has the largest probability density at the contact point that the basis allows.

Each hypothesis matters already at $N=1$ with $g>2/27$, where the bound is positive:

- Without normalisation, $c=0$ satisfies the eigenvalue equation and has $w=0$.
- Without the ground-state condition, the normalised difference of the waves $(1,0,0)$ and $(-1,0,0)$ is an eigenstate of energy 1, also with $w=0$.

At $g=0$ the ground state is the single wave $n=0$, with $w=1/D$, and there is no collapse.

```lean
/-- Collapse of the ground state: for `g > 0`, a normalized ground state has weight at least
`1 - N(N+1)/(g(2N+1)^3)` in the normalized equal-amplitude superposition of all plane waves. -/
theorem ground_state_collapse {N : ℕ} {g : ℝ} (hg : 0 < g) {c : PlaneWave N → ℂ}
    (hnorm : ∑ n, ‖c n‖ ^ 2 = 1)
    (hc : hamiltonian N g *ᵥ c = (groundEnergy N g : ℂ) • c) :
    1 - (N : ℝ) * (N + 1) / (g * (2 * N + 1) ^ 3)
      ≤ ‖∑ n, c n‖ ^ 2 / (2 * (N : ℝ) + 1) ^ 3 := by
  have h1 := neg_contact_le_energy g c
  rw [energy_eigenstate hc, hnorm, mul_one] at h1
  have h2 := groundEnergy_le N g
  have hD : (0 : ℝ) < (2 * N + 1) ^ 3 := by positivity
  have hgD : 0 < g * (2 * (N : ℝ) + 1) ^ 3 := mul_pos hg hD
  have e1 : ‖∑ n, c n‖ ^ 2 / (2 * (N : ℝ) + 1) ^ 3
      = g * ‖∑ n, c n‖ ^ 2 / (g * (2 * (N : ℝ) + 1) ^ 3) :=
    (mul_div_mul_left _ _ hg.ne').symm
  rw [e1, sub_le_iff_le_add, ← add_div, le_div_iff₀ hgD]
  linarith

end

end ContactAttraction3D
```

```lean
#print axioms ContactAttraction3D.groundEnergy_tendsto_atBot
#print axioms ContactAttraction3D.ground_state_collapse
```

```
'ContactAttraction3D.groundEnergy_tendsto_atBot' depends on axioms: [propext, Classical.choice, Quot.sound]
'ContactAttraction3D.ground_state_collapse' depends on axioms: [propext, Classical.choice, Quot.sound]
```
